# Fujiwara–Algoet conditions for a positive semidefinite Choi matrix of a Pauli-diagonal qubit map

## Pauli-diagonal maps and the Choi matrix

Write 1 for the 2×2 identity matrix and X, Y, Z for the Pauli matrices, with Y₀₁ = −i and Y₁₀ = i. Rows and columns are numbered 0 and 1. For real numbers l1, l2, l3, let Φ be the complex-linear map on 2×2 matrices with

Φ(1) = 1, Φ(X) = l1 X, Φ(Y) = l2 Y, Φ(Z) = l3 Z.

On a density matrix, Φ multiplies the three Bloch vector components by l1, l2, l3. It preserves the trace, because X, Y and Z are traceless.

Let Eᵢⱼ be the matrix with a 1 in position (i, j) and zeros elsewhere. The Choi matrix of Φ is C = Σ Eᵢⱼ ⊗ Φ(Eᵢⱼ). Its rows and columns are labelled by pairs (input, output):

C((i, m), (j, n)) = Φ(Eᵢⱼ)ₘₙ.

With this convention C has trace 2, so C/2 has the trace of a density matrix.

The claim is that C is positive semidefinite if and only if

|l1 + l2| ≤ 1 + l3 and |l1 − l2| ≤ 1 − l3.

These inequalities are usually quoted as conditions for complete positivity. That reading relies on Choi's theorem, which identifies complete positivity of a map with positivity of its Choi matrix and which is used here only as interpretation.

## Diagonalising the Choi matrix in the Bell basis

Every 2×2 matrix ρ has the Pauli expansion

ρ = ½ [tr(ρ) 1 + tr(Xρ) X + tr(Yρ) Y + tr(Zρ) Z],

where tr(Xρ) = ρ₀₁ + ρ₁₀, tr(Yρ) = i(ρ₀₁ − ρ₁₀) and tr(Zρ) = ρ₀₀ − ρ₁₁. Scaling the last three terms gives

Φ(ρ)₀₀ = ½ [(1 + l3) ρ₀₀ + (1 − l3) ρ₁₁]

Φ(ρ)₀₁ = ½ [(l1 + l2) ρ₀₁ + (l1 − l2) ρ₁₀]

Φ(ρ)₁₀ = ½ [(l1 − l2) ρ₀₁ + (l1 + l2) ρ₁₀]

Φ(ρ)₁₁ = ½ [(1 − l3) ρ₀₀ + (1 + l3) ρ₁₁].

Inserting the matrix units shows that C is real and symmetric, and that it couples 00 only to 11 and 01 only to 10. For a vector x with components x₀₀, x₀₁, x₁₀, x₁₁, its quadratic form is

⟨x, Cx⟩ = ½ [(1 + l3)(|x₀₀|² + |x₁₁|²) + 2(l1 + l2) Re(x̄₀₀ x₁₁) + (1 − l3)(|x₀₁|² + |x₁₀|²) + 2(l1 − l2) Re(x̄₀₁ x₁₀)].

For complex u and v,

|u|² + |v|² = ½ (|u + v|² + |u − v|²)

2 Re(ūv) = ½ (|u + v|² − |u − v|²).

Applying both identities to each pair of components yields

⟨x, Cx⟩ = p0 |x₀₀ + x₁₁|² + p1 |x₀₁ + x₁₀|² + p2 |x₀₁ − x₁₀|² + p3 |x₀₀ − x₁₁|²,

with

p0 = (1 + l1 + l2 + l3)/4

p1 = (1 + l1 − l2 − l3)/4

p2 = (1 − l1 + l2 − l3)/4

p3 = (1 − l1 − l2 + l3)/4.

The four combinations of components are overlaps with unnormalised Bell vectors. For normalised Bell vectors the coefficients double, so the eigenvalues of C are 2p0, 2p1, 2p2, 2p3.

If all four p's are non-negative, so is the form. Conversely, take for x the entries of 1, X, Y and Z in turn. Each choice leaves a single squared modulus, equal to 4, and the form takes the values 4p0, 4p1, 4p2, 4p3. Positivity therefore forces every p to be non-negative. The conditions p0 ≥ 0 and p3 ≥ 0 together say |l1 + l2| ≤ 1 + l3, while p1 ≥ 0 and p2 ≥ 0 say |l1 − l2| ≤ 1 − l3.

The same numbers are the coefficients of Φ in terms of Pauli conjugations. They add up to 1, and comparing entries gives

Φ(ρ) = p0 ρ + p1 XρX + p2 YρY + p3 ZρZ.

When the two inequalities hold, the coefficients are non-negative and can be read as probabilities. A simulation of such single-qubit noise can then draw one of 1, X, Y, Z with probabilities p0, p1, p2, p3 and conjugate the state by it; the average over the draws is Φ(ρ).

## The map and its Choi matrix in Lean

The scope `ComplexOrder` supplies the order on ℂ in which Mathlib expresses positivity of a complex matrix.

```lean
import Mathlib

open Matrix
open scoped ComplexOrder

namespace FujiwaraAlgoet

noncomputable section
```

The Pauli matrices are explicit matrices indexed by `Fin 2`.

```lean
/-- The Pauli matrix X. -/
def σX : Matrix (Fin 2) (Fin 2) ℂ := !![0, 1; 1, 0]

/-- The Pauli matrix Y. -/
def σY : Matrix (Fin 2) (Fin 2) ℂ := !![0, -Complex.I; Complex.I, 0]

/-- The Pauli matrix Z. -/
def σZ : Matrix (Fin 2) (Fin 2) ℂ := !![1, 0; 0, -1]
```

The map is defined by its Pauli expansion and carries a proof of linearity. The scalings are real by type and are otherwise unrestricted.

```lean
/-- The Pauli-diagonal qubit map: expand the argument in 1, X, Y, Z and scale the
last three components by `l1`, `l2`, `l3`. -/
def pauliMap (l1 l2 l3 : ℝ) :
    Matrix (Fin 2) (Fin 2) ℂ →ₗ[ℂ] Matrix (Fin 2) (Fin 2) ℂ where
  toFun ρ := (1 / 2 : ℂ) • (ρ.trace • (1 : Matrix (Fin 2) (Fin 2) ℂ)
    + ((l1 : ℂ) * (σX * ρ).trace) • σX + ((l2 : ℂ) * (σY * ρ).trace) • σY
    + ((l3 : ℂ) * (σZ * ρ).trace) • σZ)
  map_add' ρ τ := by
    simp only [mul_add, Matrix.trace_add]
    module
  map_smul' c ρ := by
    simp only [Matrix.mul_smul, Matrix.trace_smul, smul_eq_mul, RingHom.id_apply]
    module
```

The Choi matrix is defined for every linear map on 2×2 matrices. In `choi`, the first component of each index pair selects the matrix unit, and the second reads an entry of the output.

```lean
/-- The Choi matrix `∑ E_ij ⊗ Φ(E_ij)` of a linear map on qubit matrices. -/
def choi (Φ : Matrix (Fin 2) (Fin 2) ℂ →ₗ[ℂ] Matrix (Fin 2) (Fin 2) ℂ) :
    Matrix (Fin 2 × Fin 2) (Fin 2 × Fin 2) ℂ :=
  Matrix.of fun a b => Φ (Matrix.single a.1 b.1 1) a.2 b.2
```

The mixture takes four real weights, numbered in the order 1, X, Y, Z. Non-negativity and normalisation are not built in; they appear later as conditions in a theorem.

```lean
/-- The mixture of the conjugations by 1, X, Y, Z with weights `p 0`, `p 1`, `p 2`, `p 3`. -/
def pauliMixture (p : Fin 4 → ℝ) (ρ : Matrix (Fin 2) (Fin 2) ℂ) :
    Matrix (Fin 2) (Fin 2) ℂ :=
  (p 0 : ℂ) • ρ + (p 1 : ℂ) • (σX * ρ * σX) + (p 2 : ℂ) • (σY * ρ * σY)
    + (p 3 : ℂ) • (σZ * ρ * σZ)
```

## Output entries and uniqueness of the map

The next two lemmas record the entries of both maps. Each proof checks the four positions separately, expands traces and products, and uses i² = −1.

```lean
/-- The matrix entries of the output of the Pauli-diagonal map. -/
theorem pauliMap_apply (l1 l2 l3 : ℝ) (ρ : Matrix (Fin 2) (Fin 2) ℂ) :
    pauliMap l1 l2 l3 ρ =
      !![((1 + l3) * ρ 0 0 + (1 - l3) * ρ 1 1) / 2, ((l1 + l2) * ρ 0 1 + (l1 - l2) * ρ 1 0) / 2;
         ((l1 - l2) * ρ 0 1 + (l1 + l2) * ρ 1 0) / 2,
         ((1 - l3) * ρ 0 0 + (1 + l3) * ρ 1 1) / 2] := by
  ext i j
  fin_cases i <;> fin_cases j <;>
    simp [pauliMap, σX, σY, σZ, Matrix.trace_fin_two, Matrix.mul_apply, Fin.sum_univ_two,
      -Matrix.cons_mul]
  all_goals (ring_nf; try simp only [Complex.I_sq]; try ring)

/-- The matrix entries of the output of a mixture of Pauli conjugations. -/
theorem pauliMixture_apply (p : Fin 4 → ℝ) (ρ : Matrix (Fin 2) (Fin 2) ℂ) :
    pauliMixture p ρ =
      !![(p 0 + p 3) * ρ 0 0 + (p 1 + p 2) * ρ 1 1, (p 0 - p 3) * ρ 0 1 + (p 1 - p 2) * ρ 1 0;
         (p 1 - p 2) * ρ 0 1 + (p 0 - p 3) * ρ 1 0,
         (p 1 + p 2) * ρ 0 0 + (p 0 + p 3) * ρ 1 1] := by
  ext i j
  fin_cases i <;> fin_cases j <;>
    simp [pauliMixture, σX, σY, σZ, Matrix.mul_apply, Fin.sum_univ_two, -Matrix.cons_mul]
  all_goals (ring_nf; try simp only [Complex.I_sq]; try ring)
```

The following theorem ties the definition to the prescribed action: a linear map equals `pauliMap l1 l2 l3` exactly when it fixes 1 and scales X, Y, Z as required. One direction is an entrywise calculation. For the other, `pauliMap 1 1 1 ρ = ρ` serves as the Pauli expansion of ρ. Applying `Φ` to both sides and inserting its four known values determines `Φ ρ`.

```lean
/-- A linear map on qubit matrices is the Pauli-diagonal map exactly when it fixes the
identity and scales X, Y, Z by `l1`, `l2`, `l3`. -/
theorem eq_pauliMap_iff (l1 l2 l3 : ℝ)
    (Φ : Matrix (Fin 2) (Fin 2) ℂ →ₗ[ℂ] Matrix (Fin 2) (Fin 2) ℂ) :
    Φ = pauliMap l1 l2 l3 ↔
      Φ 1 = 1 ∧ Φ σX = (l1 : ℂ) • σX ∧ Φ σY = (l2 : ℂ) • σY ∧ Φ σZ = (l3 : ℂ) • σZ := by
  constructor
  · rintro rfl
    refine ⟨?_, ?_, ?_, ?_⟩ <;> rw [pauliMap_apply] <;> ext i j <;>
      fin_cases i <;> fin_cases j <;> simp [σX, σY, σZ]
    all_goals ring
  · rintro ⟨h0, h1, h2, h3⟩
    refine LinearMap.ext fun ρ => ?_
    -- with all scalings equal to one, the map is the Pauli expansion of ρ itself
    have hρ : pauliMap 1 1 1 ρ = ρ := by
      rw [pauliMap_apply]
      ext i j
      fin_cases i <;> fin_cases j <;> simp
      all_goals ring
    simp only [pauliMap, LinearMap.coe_mk, AddHom.coe_mk, Complex.ofReal_one, one_mul] at hρ
    have hΦ := congrArg Φ hρ
    simp only [map_add, map_smul, h0, h1, h2, h3] at hΦ
    rw [← hΦ]
    simp only [pauliMap, LinearMap.coe_mk, AddHom.coe_mk]
    module
```

## From a complex quadratic form to real inequalities

The sum of four squares is stated for an arbitrary vector `x`, with `Complex.normSq` as the squared modulus. The proof compares real and imaginary parts after expanding the finite sums.

```lean
/-- The quadratic form of the Choi matrix is a weighted sum of four squared moduli,
one for each (unnormalised) Bell vector. -/
theorem choi_quadratic_form (l1 l2 l3 : ℝ) (x : Fin 2 × Fin 2 → ℂ) :
    star x ⬝ᵥ (choi (pauliMap l1 l2 l3) *ᵥ x) =
      (((1 + l1 + l2 + l3) / 4 * Complex.normSq (x (0, 0) + x (1, 1))
        + (1 + l1 - l2 - l3) / 4 * Complex.normSq (x (0, 1) + x (1, 0))
        + (1 - l1 + l2 - l3) / 4 * Complex.normSq (x (0, 1) - x (1, 0))
        + (1 - l1 - l2 + l3) / 4 * Complex.normSq (x (0, 0) - x (1, 1)) : ℝ) : ℂ) := by
  apply Complex.ext
  all_goals
    simp [dotProduct, Matrix.mulVec, Fintype.sum_prod_type, Fin.sum_univ_two, choi,
      pauliMap_apply, Matrix.single_apply, Complex.normSq_apply]
  all_goals ring
```

The main proof turns on the form of the right-hand side, which is a real number cast into ℂ. In Mathlib's order on ℂ, `0 ≤ z` means that z has zero imaginary part and non-negative real part. The quadratic form of a matrix is a complex number by type, so an inequality about it is not yet something that linear arithmetic over ℝ can use. Once the form has been rewritten as a cast, `Complex.zero_le_real` turns the complex inequality into a real one, and it works in both directions.

In the theorem below, `Matrix.posSemidef_iff_dotProduct_mulVec` splits positive semidefiniteness into hermiticity and non-negativity of the form. In the forward direction, `key` is the real inequality for an arbitrary vector, and `k0` to `k3` are its values at the entries of 1, X, Y, Z. `linarith` combines them into the bounds that `abs_le` has extracted from the absolute values. In the reverse direction, hermiticity is checked entry by entry, and each of the four terms is a non-negative coefficient times a squared modulus.

```lean
/-- **Fujiwara-Algoet conditions.** The Choi matrix of the Pauli-diagonal map is positive
semidefinite if and only if `|l1 + l2| ≤ 1 + l3` and `|l1 - l2| ≤ 1 - l3`. -/
theorem choi_posSemidef_iff (l1 l2 l3 : ℝ) :
    (choi (pauliMap l1 l2 l3)).PosSemidef ↔
      |l1 + l2| ≤ 1 + l3 ∧ |l1 - l2| ≤ 1 - l3 := by
  rw [Matrix.posSemidef_iff_dotProduct_mulVec, abs_le, abs_le]
  constructor
  · rintro ⟨-, h⟩
    have key := fun x => Complex.zero_le_real.mp ((choi_quadratic_form l1 l2 l3 x) ▸ h x)
    -- test the form on the four vectorised Pauli matrices
    have k0 := key (fun q => (1 : Matrix (Fin 2) (Fin 2) ℂ) q.1 q.2)
    have k1 := key (fun q => σX q.1 q.2)
    have k2 := key (fun q => σY q.1 q.2)
    have k3 := key (fun q => σZ q.1 q.2)
    norm_num [Complex.normSq_apply] at k0
    norm_num [σX, Complex.normSq_apply] at k1
    norm_num [σY, Complex.normSq_apply] at k2
    norm_num [σZ, Complex.normSq_apply] at k3
    refine ⟨⟨?_, ?_⟩, ?_, ?_⟩ <;> linarith
  · rintro ⟨⟨h1, h2⟩, h3, h4⟩
    refine ⟨?_, fun x => ?_⟩
    · ext ⟨i, j⟩ ⟨k, l⟩
      fin_cases i <;> fin_cases j <;> fin_cases k <;> fin_cases l <;>
        simp [choi, pauliMap_apply, Matrix.single_apply]
    · -- every Bell direction carries a non-negative weight
      rw [choi_quadratic_form]
      refine Complex.zero_le_real.mpr ?_
      refine add_nonneg (add_nonneg (add_nonneg ?_ ?_) ?_) ?_ <;>
        exact mul_nonneg (by linarith) (Complex.normSq_nonneg _)
```

## Random Pauli errors, uniform scaling and transposition

Positivity of the Choi matrix is also equivalent to the existence of a probability distribution `p` for which the map is a mixture of Pauli conjugations. The forward proof supplies the weights p0 to p3 derived above. For the converse, the images of E₀₀ and E₀₁ give

p0 + p3 = (1 + l3)/2

p0 − p3 = (l1 + l2)/2

p1 − p2 = (l1 − l2)/2.

With the normalisation of `p`, these equations turn non-negative weights into the two absolute-value conditions.

```lean
/-- The Choi matrix is positive semidefinite if and only if the map is a probabilistic
mixture of conjugations by 1, X, Y, Z. -/
theorem choi_posSemidef_iff_mixture (l1 l2 l3 : ℝ) :
    (choi (pauliMap l1 l2 l3)).PosSemidef ↔
      ∃ p : Fin 4 → ℝ, (∀ i, 0 ≤ p i) ∧ ∑ i, p i = 1 ∧
        ∀ ρ, pauliMap l1 l2 l3 ρ = pauliMixture p ρ := by
  rw [choi_posSemidef_iff, abs_le, abs_le]
  constructor
  · rintro ⟨⟨h1, h2⟩, h3, h4⟩
    refine ⟨![(1 + l1 + l2 + l3) / 4, (1 + l1 - l2 - l3) / 4,
      (1 - l1 + l2 - l3) / 4, (1 - l1 - l2 + l3) / 4], ?_, ?_, fun ρ => ?_⟩
    · intro i
      fin_cases i <;> simp <;> linarith
    · simp [Fin.sum_univ_four]
      ring
    · rw [pauliMap_apply, pauliMixture_apply]
      ext i j
      fin_cases i <;> fin_cases j <;> simp
      all_goals ring
  · rintro ⟨p, hp, hsum, h⟩
    -- read off the scalings from the images of two matrix units
    have a := h !![1, 0; 0, 0]
    have b := h !![0, 1; 0, 0]
    rw [pauliMap_apply, pauliMixture_apply] at a b
    have a0 := congrArg Complex.re (congrFun (congrFun a 0) 0)
    have b0 := congrArg Complex.re (congrFun (congrFun b 0) 1)
    have b1 := congrArg Complex.re (congrFun (congrFun b 1) 0)
    simp at a0 b0 b1
    rw [Fin.sum_univ_four] at hsum
    have p0 := hp 0
    have p1 := hp 1
    have p2 := hp 2
    have p3 := hp 3
    refine ⟨⟨?_, ?_⟩, ?_, ?_⟩ <;> linarith
```

If l1 = l2 = l3 = l, the conditions read |2l| ≤ 1 + l and 0 ≤ 1 − l, which amount to −1/3 ≤ l ≤ 1. A uniform scaling that inverts every Bloch vector thus has a positive semidefinite Choi matrix only if it also shortens each of them to at most a third of its length.

```lean
/-- For uniform scaling of X, Y, Z by `l`, the Choi matrix is positive semidefinite
if and only if `-1/3 ≤ l ≤ 1`. -/
theorem choi_uniform_iff (l : ℝ) :
    (choi (pauliMap l l l)).PosSemidef ↔ -1 / 3 ≤ l ∧ l ≤ 1 := by
  rw [choi_posSemidef_iff, abs_le, abs_le]
  constructor
  · rintro ⟨⟨h1, h2⟩, h3, h4⟩
    constructor <;> linarith
  · rintro ⟨h1, h2⟩
    refine ⟨⟨?_, ?_⟩, ?_, ?_⟩ <;> linarith
```

Transposition leaves 1, X and Z unchanged and reverses Y, so its scalings are (1, −1, 1). The second condition would then require 2 ≤ 0. Transposition maps positive matrices to positive matrices, yet its Choi matrix has the eigenvalue 2p2 = −1. The theorem states the identification with the transpose and the failure of positive semidefiniteness.

```lean
/-- Transposition is the Pauli-diagonal map with scalings 1, -1, 1, and its Choi matrix
is not positive semidefinite. -/
theorem transpose_not_posSemidef :
    (∀ ρ, pauliMap 1 (-1) 1 ρ = ρᵀ) ∧ ¬ (choi (pauliMap 1 (-1) 1)).PosSemidef := by
  constructor
  · intro ρ
    rw [pauliMap_apply]
    ext i j
    fin_cases i <;> fin_cases j <;> simp
    all_goals ring
  · rw [choi_posSemidef_iff, abs_le, abs_le]
    rintro ⟨-, -, h⟩
    linarith

end

end FujiwaraAlgoet
```

```lean
#print axioms FujiwaraAlgoet.choi_posSemidef_iff
#print axioms FujiwaraAlgoet.choi_posSemidef_iff_mixture
#print axioms FujiwaraAlgoet.choi_uniform_iff
#print axioms FujiwaraAlgoet.transpose_not_posSemidef
```

```
'FujiwaraAlgoet.choi_posSemidef_iff' depends on axioms: [propext, Classical.choice, Quot.sound]
'FujiwaraAlgoet.choi_posSemidef_iff_mixture' depends on axioms: [propext, Classical.choice, Quot.sound]
'FujiwaraAlgoet.choi_uniform_iff' depends on axioms: [propext, Classical.choice, Quot.sound]
'FujiwaraAlgoet.transpose_not_posSemidef' depends on axioms: [propext, Classical.choice, Quot.sound]
```
